# Ordering of the Davidson, renormalised Davidson and Davidson–Silver corrections for reference weight in \((1/2, 1]\) and nonpositive correlation energy

After a truncated configuration interaction (CI) calculation, with single and double excitations for example, one reads off two numbers: the weight \(w\) of the reference state in the normalised CI wave function, and the correlation energy \(E\), the CI energy minus the reference energy. A correction built from \(w\) and \(E\) is then added to the CI energy to estimate the effect of the missing excitations, and one must choose among several formulas. For one state and one reference with \(1/2 < w \le 1\) and \(E \le 0\), three such formulas always fall in the same order,
\[ 0 \ge (1-w)E \ge \frac{(1-w)E}{w} \ge \frac{(1-w)E}{2w-1}, \]
and any two of these four numbers coincide exactly when \(w = 1\) or \(E = 0\). The condition \(w > 1/2\) says that the reference outweighs the rest of the wave function. The theorems compare the formulas with one another; how well any of them approximates the missing energy is a separate question that they do not touch.

## The three formulas

In Lean 4 with Mathlib:

```lean
import Mathlib

open scoped InnerProductSpace
open ComplexConjugate

namespace DavidsonCorrections

noncomputable section
```

These lines load Mathlib and switch on the notations `⟪χ, H χ⟫_ℂ` for \(\langle\chi|H\chi\rangle\), antilinear in the first slot as in Dirac's convention, and `conj` for complex conjugation.

```lean
/-- The Davidson correction `(1 - w) E` for reference weight `w` and correlation energy `E`. -/
def davidson (w E : ℝ) : ℝ := (1 - w) * E
```

This defines a function of two real numbers, \(\Delta_{\mathrm D} = (1-w)E\). At this stage \(w\) and \(E\) are free variables with no wave function behind them.

```lean
/-- The renormalised Davidson correction `(1 - w) E / w`. -/
def renormalised (w E : ℝ) : ℝ := (1 - w) * E / w
```

The renormalised form is \(\Delta_{\mathrm R} = (1-w)E/w\).

```lean
/-- The Davidson-Silver correction `(1 - w) E / (2w - 1)`. -/
def davidsonSilver (w E : ℝ) : ℝ := (1 - w) * E / (2 * w - 1)
```

The Davidson–Silver form is \(\Delta_{\mathrm{DS}} = (1-w)E/(2w-1)\).

```lean
/-- The list: no correction, Davidson, renormalised Davidson, Davidson-Silver. -/
def ladder (w E : ℝ) : Fin 4 → ℝ :=
  ![0, davidson w E, renormalised w E, davidsonSilver w E]
```

`Fin 4` is the index set \(\{0,1,2,3\}\), and `ladder w E` is the list \(L_0 = 0\), \(L_1 = \Delta_{\mathrm D}\), \(L_2 = \Delta_{\mathrm R}\), \(L_3 = \Delta_{\mathrm{DS}}\). "Any two" then becomes a statement about indices \(i \ne j\).

## Gaps, order and coincidence

```lean
/-- The differences between successive corrections are `(1 - w)² E / w` and
`(1 - w)² E / (w (2w - 1))`. -/
theorem gaps (w E : ℝ) (h0 : w ≠ 0) (h2 : 2 * w - 1 ≠ 0) :
    renormalised w E - davidson w E = (1 - w) ^ 2 * E / w ∧
    davidsonSilver w E - renormalised w E = (1 - w) ^ 2 * E / (w * (2 * w - 1)) := by
  have h2' : w * 2 - 1 ≠ 0 := by rwa [mul_comm]
  unfold renormalised davidson davidsonSilver
  constructor
  · field_simp
  · field_simp
    ring
```

A theorem lists its variables and named hypotheses in brackets, and its claim follows the first colon outside those brackets, up to `:=`; `∧` is "and". Here `h0` and `h2` say \(w \ne 0\) and \(2w-1 \ne 0\). Taking out the common factor \((1-w)E\),
\[ \Delta_{\mathrm R} - \Delta_{\mathrm D} = (1-w)E\,\frac{1-w}{w} = \frac{(1-w)^2E}{w}, \]
\[ \Delta_{\mathrm{DS}} - \Delta_{\mathrm R} = (1-w)E\,\frac{w-(2w-1)}{w(2w-1)} = \frac{(1-w)^2E}{w(2w-1)}. \]
In the proof `field_simp` clears the denominators, and `ring` checks the polynomial identity left over in the second case.

```lean
/-- For `1/2 < w ≤ 1` and `E ≤ 0` the corrections are ordered:
`0 ≥` Davidson `≥` renormalised `≥` Davidson-Silver. -/
theorem corrections_ordered {w E : ℝ} (hw : 1 / 2 < w) (hw1 : w ≤ 1) (hE : E ≤ 0) :
    0 ≥ davidson w E ∧ davidson w E ≥ renormalised w E ∧
      renormalised w E ≥ davidsonSilver w E := by
  have h0 : 0 < w := by linarith
  have h2 : 0 < 2 * w - 1 := by linarith
  obtain ⟨g1, g2⟩ := gaps w E h0.ne' h2.ne'
  -- both gaps have a nonpositive numerator and a positive denominator
  have hn : (1 - w) ^ 2 * E ≤ 0 := by
    nlinarith [mul_nonneg (sq_nonneg (1 - w)) (neg_nonneg.2 hE)]
  have a1 := div_nonpos_of_nonpos_of_nonneg hn h0.le
  have a2 := div_nonpos_of_nonpos_of_nonneg hn (mul_pos h0 h2).le
  refine ⟨?_, by linarith, by linarith⟩
  unfold davidson
  nlinarith [mul_nonneg (sub_nonneg.2 hw1) (neg_nonneg.2 hE)]
```

Under \(1/2 < w \le 1\) and \(E \le 0\) the claim is \(0 \ge \Delta_{\mathrm D} \ge \Delta_{\mathrm R} \ge \Delta_{\mathrm{DS}}\). From \(w > 1/2\) follow \(w > 0\) and \(2w-1 > 0\) (`h0`, `h2`), so both gaps have positive denominators. Their shared numerator \((1-w)^2E\) is nonpositive (`hn`), hence both gaps are nonpositive (`a1`, `a2`), and `linarith`, which combines linear inequalities, turns this into the second and third links. The first link is the only one that uses \(w \le 1\): \((1-w)(-E)\) is a product of two nonnegative numbers.

```lean
/-- For `1/2 < w < 1` and `E < 0` the ordering of the corrections is strict. -/
theorem corrections_strict {w E : ℝ} (hw : 1 / 2 < w) (hw1 : w < 1) (hE : E < 0) :
    0 > davidson w E ∧ davidson w E > renormalised w E ∧
      renormalised w E > davidsonSilver w E := by
  have h0 : 0 < w := by linarith
  have h1 : 0 < 1 - w := by linarith
  have h2 : 0 < 2 * w - 1 := by linarith
  obtain ⟨g1, g2⟩ := gaps w E h0.ne' h2.ne'
  have hn : (1 - w) ^ 2 * E < 0 := mul_neg_of_pos_of_neg (pow_pos h1 2) hE
  have a1 := div_neg_of_neg_of_pos hn h0
  have a2 := div_neg_of_neg_of_pos hn (mul_pos h0 h2)
  exact ⟨mul_neg_of_pos_of_neg h1 hE, by linarith, by linarith⟩
```

For \(1/2 < w < 1\) and \(E < 0\) the same argument runs with strict signs. Now \(1-w > 0\), so \((1-w)E < 0\) and \((1-w)^2E < 0\), and both gaps are negative.

```lean
/-- For `1/2 < w ≤ 1` and `E ≤ 0`, any two of zero, Davidson, renormalised and Davidson-Silver
coincide exactly when `w = 1` or `E = 0`. -/
theorem corrections_coincide_iff {w E : ℝ} (hw : 1 / 2 < w) (hw1 : w ≤ 1) (hE : E ≤ 0)
    {i j : Fin 4} (hij : i ≠ j) : ladder w E i = ladder w E j ↔ w = 1 ∨ E = 0 := by
  constructor
  · -- otherwise the ordering is strict
    intro e
    by_contra h
    have h1 : w < 1 := lt_of_le_of_ne hw1 (fun a => h (Or.inl a))
    have h2 : E < 0 := lt_of_le_of_ne hE (fun a => h (Or.inr a))
    obtain ⟨s1, s2, s3⟩ := corrections_strict hw h1 h2
    apply hij
    fin_cases i <;> fin_cases j <;>
      first | rfl | (exfalso; simp [ladder] at e; linarith)
  · -- all four numbers vanish
    intro h
    have hz : ∀ k, ladder w E k = 0 := by
      intro k
      rcases h with h | h <;> fin_cases k <;>
        simp [ladder, davidson, renormalised, davidsonSilver, h]
    rw [hz i, hz j]
```

For every pair \(i \ne j\), \(L_i = L_j\) holds if and only if (`↔`) \(w = 1\) or (`∨`) \(E = 0\). Suppose \(L_i = L_j\) while \(w \ne 1\) and \(E \ne 0\). Then \(w < 1\) and \(E < 0\), so \(L_0 > L_1 > L_2 > L_3\), and equal values force \(i = j\). The tactic `fin_cases` runs through all sixteen index pairs: the diagonal ones give \(i = j\) directly, and in the others the assumed equality contradicts the strict chain. Conversely, if \(w = 1\) or \(E = 0\) the factor \((1-w)E\) vanishes and all four entries are zero (`hz`).

## Geometric series and the threshold at one half

```lean
/-- For `1/2 < w ≤ 1` the renormalised correction is `∑_{k ≥ 1} (1 - w)^k E` and the
Davidson-Silver correction is `∑_{k ≥ 1} ((1 - w)/w)^k E`. -/
theorem corrections_hasSum {w : ℝ} (E : ℝ) (hw : 1 / 2 < w) (hw1 : w ≤ 1) :
    HasSum (fun k : ℕ => (1 - w) ^ (k + 1) * E) (renormalised w E) ∧
    HasSum (fun k : ℕ => ((1 - w) / w) ^ (k + 1) * E) (davidsonSilver w E) := by
  have h0 : 0 < w := by linarith
  have h0' : w ≠ 0 := h0.ne'
  have h2 : 2 * w - 1 ≠ 0 := by intro h; linarith
  have h2' : w * 2 - 1 ≠ 0 := by intro h; linarith
  -- geometric series starting at the first power
  have key : ∀ r : ℝ, 0 ≤ r → r < 1 →
      HasSum (fun k : ℕ => r ^ (k + 1) * E) (r * E / (1 - r)) := by
    intro r a b
    have e : (fun k : ℕ => r ^ (k + 1) * E) = fun k : ℕ => r * E * r ^ k := by
      ext k
      ring
    rw [e, div_eq_mul_inv]
    exact (hasSum_geometric_of_lt_one a b).mul_left (r * E)
  have e1 : renormalised w E = (1 - w) * E / (1 - (1 - w)) := by
    rw [sub_sub_cancel, renormalised]
  have e2 : davidsonSilver w E = (1 - w) / w * E / (1 - (1 - w) / w) := by
    have e3 : 1 - (1 - w) / w = (2 * w - 1) / w := by
      field_simp
      ring
    rw [e3, davidsonSilver]
    field_simp
  rw [e1, e2]
  refine ⟨key _ (by linarith) (by linarith), key _ (div_nonneg (by linarith) h0.le) ?_⟩
  rw [div_lt_iff₀ h0]
  linarith
```

`HasSum f a` says that the series with terms `f k` converges to `a`. For \(1/2 < w \le 1\) and \(E\) of either sign,
\[ \Delta_{\mathrm R} = \sum_{k=0}^\infty (1-w)^{k+1}E, \qquad \Delta_{\mathrm{DS}} = \sum_{k=0}^\infty \Big(\frac{1-w}{w}\Big)^{k+1}E. \]
The step `key` is \(\sum_{k\ge 0} r^{k+1}E = rE/(1-r)\) for a ratio \(0 \le r < 1\). With \(r = 1-w\) the denominator is \(w\) (`e1`). With \(r = (1-w)/w\) it is \((2w-1)/w\) (`e3`), and the factors \(1/w\) cancel (`e2`). The last lines check that \((1-w)/w < 1\), which amounts to \(1-w < w\). The \(k = 0\) terms of the two series are \(\Delta_{\mathrm D}\) and \(\Delta_{\mathrm R}\).

```lean
/-- For `w < 1/2` and `E < 0` the Davidson-Silver correction is positive. -/
theorem davidsonSilver_pos {w E : ℝ} (hw : w < 1 / 2) (hE : E < 0) :
    0 < davidsonSilver w E :=
  div_pos_of_neg_of_neg (mul_neg_of_pos_of_neg (by linarith) hE) (by linarith)
```

For \(w < 1/2\) and \(E < 0\) the numerator \((1-w)E\) and the denominator \(2w-1\) are both negative, so \(\Delta_{\mathrm{DS}} > 0\) and the chain, which needs \(\Delta_{\mathrm{DS}} \le 0\), fails. The point \(w = 1/2\), where the denominator vanishes, is excluded here as in the ordering theorems.

## Weight and correlation energy of a CI state

```lean
variable {V : Type*} [NormedAddCommGroup V] [InnerProductSpace ℂ V]

/-- The energy `Re ⟨χ|H|χ⟩`. -/
def energy (H : V →ₗ[ℂ] V) (χ : V) : ℝ := (⟪χ, H χ⟫_ℂ).re
```

`V` is a complex inner product space of any dimension, and `H : V →ₗ[ℂ] V` is a linear operator defined on all of it, which suits a Hamiltonian matrix in a finite basis. The energy is \(\mathcal E[\chi] = \operatorname{Re}\langle\chi|H|\chi\rangle\). Hermiticity is not assumed; for Hermitian \(H\) and normalised \(\chi\) this is the usual expectation value.

```lean
/-- The reference weight `|⟨Φ|Ψ⟩|²`. -/
def refWeight (Φ Ψ : V) : ℝ := ‖⟪Φ, Ψ⟫_ℂ‖ ^ 2
```

The weight is \(w = |\langle\Phi|\Psi\rangle|^2\), the squared modulus of the reference coefficient when both the reference \(\Phi\) and the CI state \(\Psi\) have norm one.

```lean
/-- The correlation energy: the energy of `Ψ` minus that of the reference `Φ`. -/
def corrEnergy (H : V →ₗ[ℂ] V) (Φ Ψ : V) : ℝ := energy H Ψ - energy H Φ
```

The sign convention is \(E = \mathcal E[\Psi] - \mathcal E[\Phi]\).

```lean
/-- `Ψ` is a normalised state of the CI space `S` of lowest energy among such states. -/
def IsCIGround (H : V →ₗ[ℂ] V) (S : Submodule ℂ V) (Ψ : V) : Prop :=
  Ψ ∈ S ∧ ‖Ψ‖ = 1 ∧ ∀ χ ∈ S, ‖χ‖ = 1 → energy H Ψ ≤ energy H χ
```

The CI space \(S\) is an arbitrary subspace, such as the span of the reference and the excitations that are kept. The definition asks that \(\Psi \in S\), that \(\|\Psi\| = 1\), and that \(\mathcal E[\Psi] \le \mathcal E[\chi]\) for every normalised \(\chi \in S\). Determinants, orbitals and excitation levels play no part, and the existence of such a minimiser is assumed wherever the definition serves as a hypothesis.

```lean
/-- For normalised states the reference weight is at most one, and weight one gives zero
correlation energy. -/
theorem refWeight_bound (H : V →ₗ[ℂ] V) {Φ Ψ : V} (hΦ : ‖Φ‖ = 1) (hΨ : ‖Ψ‖ = 1) :
    refWeight Φ Ψ ≤ 1 ∧ (refWeight Φ Ψ = 1 → corrEnergy H Φ Ψ = 0) := by
  constructor
  · have h := norm_inner_le_norm (𝕜 := ℂ) Φ Ψ
    rw [hΦ, hΨ, mul_one] at h
    exact pow_le_one₀ (norm_nonneg _) h
  · intro h
    have h1 : ‖⟪Φ, Ψ⟫_ℂ‖ = 1 :=
      (sq_eq_sq₀ (norm_nonneg _) zero_le_one).1 (by rw [one_pow]; exact h)
    have n0 : Φ ≠ 0 := norm_ne_zero_iff.1 (by rw [hΦ]; exact one_ne_zero)
    have n1 : Ψ ≠ 0 := norm_ne_zero_iff.1 (by rw [hΨ]; exact one_ne_zero)
    -- equality in Cauchy-Schwarz: Ψ is a phase times Φ
    obtain ⟨r, -, rfl⟩ :=
      (norm_inner_eq_norm_iff (𝕜 := ℂ) n0 n1).1 (by rw [h1, hΦ, hΨ, mul_one])
    rw [norm_smul, hΦ, mul_one] at hΨ
    have hr : conj r * r = 1 := by
      rw [Complex.conj_mul', hΨ]
      simp
    unfold corrEnergy energy
    rw [map_smul, inner_smul_left, inner_smul_right, ← mul_assoc, hr, one_mul, sub_self]
```

For normalised \(\Phi\) and \(\Psi\), Cauchy–Schwarz gives \(|\langle\Phi|\Psi\rangle| \le \|\Phi\|\|\Psi\| = 1\), hence \(w \le 1\); this is `norm_inner_le_norm`. If \(w = 1\), equality holds in Cauchy–Schwarz, and `norm_inner_eq_norm_iff` supplies a complex number \(r\) with \(\Psi = r\Phi\). Normalisation gives \(|r| = 1\), so \(r^*r = 1\) (`hr`), and
\[ \langle r\Phi|H|r\Phi\rangle = r^*r\,\langle\Phi|H|\Phi\rangle = \langle\Phi|H|\Phi\rangle, \]
that is \(E = 0\). The final `rw` pulls \(r\) out of \(H\) and out of both slots of the inner product.

```lean
/-- For a CI ground state with weight `w > 1/2` on a normalised reference in the CI space,
the corrections are ordered, and any two entries of the list coincide exactly when `E = 0`. -/
theorem ci_corrections {H : V →ₗ[ℂ] V} {S : Submodule ℂ V} {Φ Ψ : V} {w E : ℝ}
    (hΨ : IsCIGround H S Ψ) (hS : Φ ∈ S) (hΦ : ‖Φ‖ = 1)
    (hwd : w = refWeight Φ Ψ) (hEd : E = corrEnergy H Φ Ψ) (hw : 1 / 2 < w) :
    (0 ≥ davidson w E ∧ davidson w E ≥ renormalised w E ∧
      renormalised w E ≥ davidsonSilver w E) ∧
    ∀ i j : Fin 4, i ≠ j → (ladder w E i = ladder w E j ↔ E = 0) := by
  obtain ⟨b1, b2⟩ := refWeight_bound H hΦ hΨ.2.1
  -- the variational property makes the correlation energy nonpositive
  have hE : corrEnergy H Φ Ψ ≤ 0 := sub_nonpos.2 (hΨ.2.2 Φ hS hΦ)
  rw [← hwd] at b1 b2
  rw [← hEd] at hE b2
  refine ⟨corrections_ordered hw b1 hE, fun i j hij => ?_⟩
  rw [corrections_coincide_iff hw b1 hE hij]
  exact ⟨fun h => h.elim b2 id, Or.inr⟩
```

Here \(\Psi\) is a CI ground state, \(\Phi\) is a normalised vector of \(S\), and `hwd`, `hEd` identify \(w\) and \(E\) with the quantities just defined. Only \(w > 1/2\) remains as a numerical assumption; the theorem does not derive it from \(H\), and in practice it is checked against the computed weight. The bound \(w \le 1\) is `b1`. Since \(\Phi\) is itself an admissible trial state, \(\mathcal E[\Psi] \le \mathcal E[\Phi]\), so \(E \le 0\) (`hE`). The ordering and the coincidence criterion then apply, and because \(w = 1\) implies \(E = 0\) (`b2`), the alternative "\(w = 1\) or \(E = 0\)" shrinks to \(E = 0\). Excited states are not covered, as the sign of \(E\) rests on minimality.

## A two-configuration model

```lean
/-- The model Hamiltonian `-|u⟩⟨u|`. -/
def modelH (u : V) : V →ₗ[ℂ] V where
  toFun x := -(⟪u, x⟫_ℂ • u)
  map_add' x y := by simp only [inner_add_right, add_smul, neg_add]
  map_smul' c x := by simp only [inner_smul_right, mul_smul, RingHom.id_apply, smul_neg]
```

This is the operator \(x \mapsto -\langle u|x\rangle\,u\), that is \(-|u\rangle\langle u|\) for a vector \(u\), with the two proofs that it is linear.

```lean
/-- The energy of `χ` under `-|u⟩⟨u|` is `-|⟨u|χ⟩|²`. -/
theorem energy_modelH (u χ : V) : energy (modelH u) χ = -refWeight u χ := by
  change (⟪χ, -(⟪u, χ⟫_ℂ • u)⟫_ℂ).re = -‖⟪u, χ⟫_ℂ‖ ^ 2
  rw [inner_neg_right, inner_smul_right, ← inner_conj_symm χ u, Complex.mul_conj,
    Complex.neg_re, Complex.ofReal_re, Complex.normSq_eq_norm_sq]
```

One has \(\langle\chi|H|\chi\rangle = -\langle u|\chi\rangle\langle\chi|u\rangle = -|\langle u|\chi\rangle|^2\), and the rewriting follows this line, with \(\langle\chi|u\rangle = \langle u|\chi\rangle^*\).

```lean
/-- The two-configuration state `(4/5, 3/5)`. -/
def modelGround : EuclideanSpace ℂ (Fin 2) := !₂[4 / 5, 3 / 5]
```

The vector is \(u = (4/5, 3/5)\) in \(\mathbb C^2\), with components indexed \(0\) and \(1\).

```lean
/-- The reference configuration `(1, 0)`. -/
def modelRef : EuclideanSpace ℂ (Fin 2) := !₂[1, 0]
```

The reference is \(\Phi = (1, 0)\), configuration \(0\).

```lean
/-- The state `u = (4/5, 3/5)` is a CI ground state of `-|u⟩⟨u|` on `ℂ²`, with weight `16/25`
on the normalised reference `(1, 0)` and correlation energy `-9/25`. -/
theorem ci_corrections_witness :
    IsCIGround (modelH modelGround) ⊤ modelGround ∧ ‖modelRef‖ = 1 ∧
    refWeight modelRef modelGround = 16 / 25 ∧
    corrEnergy (modelH modelGround) modelRef modelGround = -9 / 25 := by
  have hu : ‖modelGround‖ = 1 := by
    rw [EuclideanSpace.norm_eq, Real.sqrt_eq_one]
    simp [modelGround, Fin.sum_univ_two]
    norm_num
  have hr : ‖modelRef‖ = 1 := by
    rw [EuclideanSpace.norm_eq, Real.sqrt_eq_one]
    simp [modelRef, Fin.sum_univ_two]
  have w1 : refWeight modelGround modelGround = 1 := by
    rw [refWeight, inner_self_eq_norm_sq_to_K, hu]
    simp
  have w2 : refWeight modelRef modelGround = 16 / 25 := by
    simp [refWeight, modelRef, modelGround, PiLp.inner_apply, Fin.sum_univ_two]
    norm_num
  have w3 : refWeight modelGround modelRef = 16 / 25 := by
    simp [refWeight, modelRef, modelGround, PiLp.inner_apply, Fin.sum_univ_two]
    norm_num
  refine ⟨⟨trivial, hu, fun χ _ hχ => ?_⟩, hr, w2, ?_⟩
  · rw [energy_modelH, energy_modelH, w1]
    exact neg_le_neg (refWeight_bound (modelH modelGround) hu hχ).1
  · rw [corrEnergy, energy_modelH, energy_modelH, w1, w3]
    norm_num

end

end DavidsonCorrections
```

The symbol `⊤` makes \(S\) the whole of \(\mathbb C^2\). Both vectors are normalised, since \(16/25 + 9/25 = 1\) (`hu`, `hr`). For normalised \(\chi\), \(\mathcal E[\chi] = -|\langle u|\chi\rangle|^2 \ge -1 = \mathcal E[u]\) by the weight bound, so \(\Psi = u\) is a CI ground state. The overlap \(\langle\Phi|u\rangle = 4/5\) gives \(w = 16/25\) and \(\mathcal E[\Phi] = -16/25\), hence \(E = -1 + 16/25 = -9/25\). As \(16/25 > 1/2\), this model meets every assumption of `ci_corrections`, with \(E \ne 0\).

The numbers and limits that follow come from substituting into the definitions and appear in no theorem of the file. With \(1-w = 9/25\) and \(2w-1 = 7/25\),
\[ \Delta_{\mathrm D} = -\tfrac{81}{625} = -0.1296, \qquad \Delta_{\mathrm R} = -\tfrac{81}{400} = -0.2025, \qquad \Delta_{\mathrm{DS}} = -\tfrac{81}{175} \approx -0.4629, \]
and the first gap is \((81/625)(-9/25)/(16/25) = -0.0729\), in agreement with \(-0.2025 + 0.1296\). In this model nothing is truncated, so the CI energy \(-1\) is already exact and each correction moves the energy below it.

For the limits put \(x = 1-w\), so that the corrections read \(xE\), \(xE/(1-x)\) and \(xE/(1-2x)\). As \(w \to 1\) at fixed \(E\) they agree to first order in \(x\), and both gaps are of order \(x^2E\). As \(w \to 1/2\) from above at fixed \(E < 0\), \(\Delta_{\mathrm D} \to E/2\) and \(\Delta_{\mathrm R} \to E\), while the ratio \((1-w)/w\) tends to one and \(\Delta_{\mathrm{DS}}\) decreases without bound.

```lean
#print axioms DavidsonCorrections.corrections_ordered
-- 'DavidsonCorrections.corrections_ordered' depends on axioms: [propext, Classical.choice, Quot.sound]
#print axioms DavidsonCorrections.corrections_hasSum
-- 'DavidsonCorrections.corrections_hasSum' depends on axioms: [propext, Classical.choice, Quot.sound]
#print axioms DavidsonCorrections.davidsonSilver_pos
-- 'DavidsonCorrections.davidsonSilver_pos' depends on axioms: [propext, Classical.choice, Quot.sound]
#print axioms DavidsonCorrections.ci_corrections
-- 'DavidsonCorrections.ci_corrections' depends on axioms: [propext, Classical.choice, Quot.sound]
```
